# The spurious poles at s = 0 cancel in the crossed massless one-loop four-photon amplitude with helicities $--++$

When I evaluate the massless one-loop QED amplitude for light-by-light scattering with helicities $--++$ (all photons incoming, $s$ the channel of the first two) close to $s=0$, I switch from the closed formula to the first terms of a Taylor expansion in $1-x$. The closed formula has denominators $1-x$ and $(1-x)^2$, where $x=-t/u$ and $s=-t-u$, so $s=0$ is the point $x=1$. A Taylor expansion at $x=1$ can exist only if these poles are spurious. The claim is that, as $x\to1$ with $x>0$ and $x\neq1$,

$$1+\frac{1+x}{1-x}\ln x+\frac{1+x^2}{2(1-x)^2}\ln^2x\;\to\;0,\qquad \frac{1+x}{1-x}+\frac{(1+x^2)\ln x}{(1-x)^2}\;\to\;0 .$$

Up to normalization, and with the principal branch of the logarithm, the first expression is the real part of the amplitude, and the second is its imaginary part divided by $\pi$. Can this be made rigorous, with a proof that a machine has checked, including the link to the complex amplitude?

## Expanding the logarithm removes every negative power

Yes. Take the helicity configuration $--++$, with all photons counted as incoming and $s$ the channel of the first two. Up to normalization, its amplitude is a function of $r=t/u$:

$$F(r)=1+\frac{1-r}{1+r}\log r+\frac{1+r^2}{2(1+r)^2}\left(\log^2r+\pi^2\right).$$

In the crossed region $r=-x$ with $x>0$, the principal logarithm is $\log(-x)=L+i\pi$, with $L=\ln x$. Since $(L+i\pi)^2+\pi^2=L^2+2\pi iL$, the amplitude splits as $F(-x)=D(x)+i\pi A(x)$, where $D$ and $A$ are the first and second expressions in the question.

Now set $e=1-x$ and define $k$ for $x\neq1$ by the exact equation

$$\ln x=-\left(e+\frac{e^2}{2}+e^3k\right).$$

The Taylor remainder bound for the logarithm gives, for $|e|<1/2$,

$$\left|\ln(1-e)+e+\frac{e^2}{2}+\frac{e^3}{3}\right|\le\frac{|e|^4}{1-|e|}\le2|e|^4 .$$

Dividing by $|e|^3$ yields $|k-\tfrac13|\le2|e|$, so $k\to\tfrac13$.

With $1+x=2-e$ and $1+x^2=2-2e+e^2$, the single-logarithm term of $D$ becomes

$$-(2-e)\left(1+\frac e2+e^2k\right)=-2+e^2\left(\frac12-2k\right)+e^3k,$$

and the double-logarithm term becomes

$$\left(1-e+\frac{e^2}{2}\right)\left(1+\frac e2+e^2k\right)^2=1+e^2\left(2k-\frac14\right)+e^3\left(\frac14-k\right)+e^4\left(k^2+\frac18\right)+e^5\left(\frac k2-k^2\right)+\frac{e^6k^2}{2}.$$

The two terms tend to $-2$ and $1$, and the rational term $1$ completes the cancellation. Adding all three and dividing by $e^2$ gives

$$\frac{D}{e^2}=\frac14+\frac e4+e^2\left(k^2+\frac18\right)+e^3\left(\frac k2-k^2\right)+\frac{e^4k^2}{2}\;\to\;\frac14 .$$

For the other part,

$$A=\frac{2-e-(2-2e+e^2)(1+\frac e2+e^2k)}{e},$$

and the product in the numerator is $2-e+2ke^2+e^3(\tfrac12-2k)+e^4k$. Hence

$$\frac Ae=-2k+e\left(2k-\frac12\right)-e^2k\;\to\;-\frac23 .$$

Multiplying the two rates by $e^2$ and $e$ shows that $D$ and $A$ tend to zero, and therefore so does $F(-x)$.

## How the Lean statements express the amplitude and its limit

The complex function $F$ is `fourPhoton`, built on `Complex.log`; $D$ is `dispersive`, $A$ is `absorptive` and $k$ is `logRemainder`. The theorem `crossed_decomposition` states $F(-x)=D(x)+i\pi A(x)$ for every real $x>0$.

The final theorem, `spurious_poles_cancel`, states three limits: $D\to0$, $A\to0$ and $F(-x)\to0$. The filter `𝓝[≠] 1` means that $x$ approaches 1 from either side without taking the value 1. This matters because Lean sets division by zero to zero, which would make `dispersive 1` equal to 1. Positivity of $x$ needs no separate hypothesis in the limits, since every point close enough to 1 is positive. The rates $1/4$ and $-2/3$ are the theorems `dispersive_rate` and `absorptive_rate`.

The formula for $F$ enters as a definition, with no derivation from the electron loop, and it covers one helicity configuration at one loop. Setting the electron mass to zero stands for the regime in which $|s|$, $|t|$ and $|u|$ are all large compared with $m^2$. At fixed physical mass this regime ends before $s$ reaches zero, so the limit and its rates are established here for the massless formula only, and the rates should not be carried over to forward scattering in QED with a massive electron.

The principal branch also fixes the sign of the phase. It agrees with the Feynman prescription for $u>0$, where physical scattering has $0<x<1$. For $t>0$, where $x>1$, the prescription gives the complex conjugate, which has the same limit.

```lean
import Mathlib

open Filter Topology

namespace LightByLightCrossed

noncomputable section

/-- The massless one-loop four-photon amplitude for helicities `--++` (all photons incoming, `s` the
channel of the first two), up to normalization, as a function of the ratio `r = t/u` of Mandelstam
variables with `s = -t-u`. -/
def fourPhoton (r : ℂ) : ℂ :=
  1 + (1 - r) / (1 + r) * Complex.log r
    + (1 + r ^ 2) / (2 * (1 + r) ^ 2) * (Complex.log r ^ 2 + (Real.pi : ℂ) ^ 2)

/-- The dispersive expression of the crossed amplitude at `x = -t/u`. -/
def dispersive (x : ℝ) : ℝ :=
  1 + (1 + x) / (1 - x) * Real.log x + (1 + x ^ 2) / (2 * (1 - x) ^ 2) * Real.log x ^ 2

/-- The absorptive expression of the crossed amplitude at `x = -t/u`, without its factor `π`. -/
def absorptive (x : ℝ) : ℝ :=
  (1 + x) / (1 - x) + (1 + x ^ 2) * Real.log x / (1 - x) ^ 2

/-- The scaled remainder of `ln x` after its first two Taylor terms in `1 - x`. -/
def logRemainder (x : ℝ) : ℝ :=
  -(Real.log x + (1 - x) + (1 - x) ^ 2 / 2) / (1 - x) ^ 3

/-- In the crossed region `t/u = -x < 0` the amplitude is the dispersive expression plus
`iπ` times the absorptive one. -/
theorem crossed_decomposition {x : ℝ} (hx : 0 < x) :
    fourPhoton (-(x : ℂ)) = (dispersive x : ℂ) + Real.pi * (absorptive x : ℂ) * Complex.I := by
  -- the logarithm acquires the phase `iπ`
  have harg : Complex.arg (-(x : ℂ)) = Real.pi := by
    rw [← Complex.ofReal_neg]
    exact Complex.arg_ofReal_of_neg (by linarith)
  have hlog : Complex.log (-(x : ℂ)) = (Real.log x : ℂ) + Real.pi * Complex.I := by
    rw [Complex.log, harg, norm_neg, Complex.norm_real, Real.norm_of_nonneg hx.le]
  have key : ∀ d L p a b : ℂ,
      1 + a / d * (L + p * Complex.I) + b / (2 * d ^ 2) * ((L + p * Complex.I) ^ 2 + p ^ 2)
        = 1 + a / d * L + b / (2 * d ^ 2) * L ^ 2 + p * (a / d + b * L / d ^ 2) * Complex.I := by
    intro d L p a b
    linear_combination (b / (2 * d ^ 2) * p ^ 2) * Complex.I_sq
  rw [fourPhoton, hlog, show 1 - -(x : ℂ) = 1 + x by ring,
    show 1 + -(x : ℂ) = 1 - x by ring, neg_sq, dispersive, absorptive]
  push_cast
  exact key _ _ _ _ _

/-- The logarithm near `x = 1`, written exactly through its scaled remainder. -/
theorem log_expansion {x : ℝ} (hx : x ≠ 1) :
    Real.log x = -((1 - x) + (1 - x) ^ 2 / 2 + (1 - x) ^ 3 * logRemainder x) := by
  have h1 : (1 - x) ^ 3 ≠ 0 := pow_ne_zero 3 (sub_ne_zero.mpr hx.symm)
  rw [logRemainder, mul_div_cancel₀ _ h1]
  ring

theorem tendsto_one_sub : Tendsto (fun x : ℝ => 1 - x) (𝓝[≠] 1) (𝓝 0) :=
  ((by fun_prop : Continuous fun x : ℝ => 1 - x).tendsto' 1 0 (by norm_num)).mono_left
    nhdsWithin_le_nhds

/-- The scaled remainder of the logarithm tends to `1/3` as `x → 1`. -/
theorem logRemainder_tendsto : Tendsto logRemainder (𝓝[≠] 1) (𝓝 (1 / 3)) := by
  have habs : Tendsto (fun x : ℝ => |1 - x|) (𝓝[≠] 1) (𝓝 0) := by
    simpa only [abs_zero] using tendsto_one_sub.abs
  have h0 : Tendsto (fun x : ℝ => 2 * |1 - x|) (𝓝[≠] 1) (𝓝 0) := by
    simpa only [mul_zero] using habs.const_mul 2
  rw [tendsto_iff_norm_sub_tendsto_zero]
  refine squeeze_zero' (Eventually.of_forall fun _ => norm_nonneg _) ?_ h0
  filter_upwards [habs.eventually_lt_const (by norm_num : (0 : ℝ) < 1 / 2),
    self_mem_nhdsWithin] with x hx hne
  have hne' : x ≠ 1 := hne
  have h1 : 1 - x ≠ 0 := sub_ne_zero.mpr hne'.symm
  have hp : 0 < |1 - x| := abs_pos.mpr h1
  -- Taylor bound for the logarithm with three terms kept
  have hl := Real.abs_log_sub_add_sum_range_le (show |1 - x| < 1 by linarith) 3
  have e : logRemainder x - 1 / 3 =
      -((∑ i ∈ Finset.range 3, (1 - x) ^ (i + 1) / ((i : ℝ) + 1))
        + Real.log (1 - (1 - x))) / (1 - x) ^ 3 := by
    rw [sub_sub_cancel, eq_div_iff (pow_ne_zero 3 h1), log_expansion hne']
    simp only [Finset.sum_range_succ, Finset.sum_range_zero]
    push_cast
    ring
  rw [e, Real.norm_eq_abs, abs_div, abs_neg, abs_pow, div_le_iff₀ (pow_pos hp 3)]
  refine hl.trans ?_
  rw [div_le_iff₀ (by linarith)]
  have key : ∀ a : ℝ, 0 < a → a < 1 / 2 → a ^ (3 + 1) ≤ 2 * a * a ^ 3 * (1 - a) := by
    intro a ha ha2
    have h := mul_nonneg (pow_pos ha 4).le (show 0 ≤ 1 - 2 * a by linarith)
    have hdiff : 2 * a * a ^ 3 * (1 - a) - a ^ (3 + 1) = a ^ 4 * (1 - 2 * a) := by ring
    rw [← sub_nonneg, hdiff]
    exact h
  exact key _ hp hx

/-- The single-logarithm and double-logarithm terms of the dispersive expression tend to
`-2` and `1` as `x → 1`. -/
theorem logarithmic_terms_tendsto :
    Tendsto (fun x : ℝ => (1 + x) / (1 - x) * Real.log x) (𝓝[≠] 1) (𝓝 (-2)) ∧
    Tendsto (fun x : ℝ => (1 + x ^ 2) / (2 * (1 - x) ^ 2) * Real.log x ^ 2)
      (𝓝[≠] 1) (𝓝 1) := by
  have hek := tendsto_one_sub.prodMk_nhds logRemainder_tendsto
  constructor
  · have hc : Continuous fun p : ℝ × ℝ => -(2 - p.1) * (1 + p.1 / 2 + p.1 ^ 2 * p.2) := by
      fun_prop
    refine ((hc.tendsto' (0, 1 / 3) (-2) (by norm_num)).comp hek).congr' ?_
    filter_upwards [self_mem_nhdsWithin] with x hx
    have hne : x ≠ 1 := hx
    simp only [Function.comp_apply]
    rw [log_expansion hne, div_mul_eq_mul_div, eq_div_iff (sub_ne_zero.mpr hne.symm)]
    ring
  · have hc : Continuous fun p : ℝ × ℝ =>
        (1 - p.1 + p.1 ^ 2 / 2) * (1 + p.1 / 2 + p.1 ^ 2 * p.2) ^ 2 := by fun_prop
    refine ((hc.tendsto' (0, 1 / 3) 1 (by norm_num)).comp hek).congr' ?_
    filter_upwards [self_mem_nhdsWithin] with x hx
    have hne : x ≠ 1 := hx
    simp only [Function.comp_apply]
    rw [log_expansion hne, div_mul_eq_mul_div,
      eq_div_iff (mul_ne_zero two_ne_zero (pow_ne_zero 2 (sub_ne_zero.mpr hne.symm)))]
    ring

/-- The dispersive expression divided by `(1-x)²` tends to `1/4` as `x → 1`. -/
theorem dispersive_rate :
    Tendsto (fun x => dispersive x / (1 - x) ^ 2) (𝓝[≠] 1) (𝓝 (1 / 4)) := by
  have hc : Continuous fun p : ℝ × ℝ => 1 / 4 + p.1 / 4 + p.1 ^ 2 * (p.2 ^ 2 + 1 / 8)
      + p.1 ^ 3 * (p.2 / 2 - p.2 ^ 2) + p.1 ^ 4 * p.2 ^ 2 / 2 := by fun_prop
  refine ((hc.tendsto' (0, 1 / 3) (1 / 4) (by norm_num)).comp
    (tendsto_one_sub.prodMk_nhds logRemainder_tendsto)).congr' ?_
  filter_upwards [self_mem_nhdsWithin] with x hx
  have hne : x ≠ 1 := hx
  have h1 : 1 - x ≠ 0 := sub_ne_zero.mpr hne.symm
  -- every negative power of `1 - x` cancels
  simp only [Function.comp_apply]
  rw [dispersive, log_expansion hne]
  field_simp
  ring

/-- The absorptive expression divided by `1-x` tends to `-2/3` as `x → 1`. -/
theorem absorptive_rate :
    Tendsto (fun x => absorptive x / (1 - x)) (𝓝[≠] 1) (𝓝 (-2 / 3)) := by
  have hc : Continuous fun p : ℝ × ℝ =>
      -2 * p.2 + p.1 * (2 * p.2 - 1 / 2) - p.1 ^ 2 * p.2 := by fun_prop
  refine ((hc.tendsto' (0, 1 / 3) (-2 / 3) (by norm_num)).comp
    (tendsto_one_sub.prodMk_nhds logRemainder_tendsto)).congr' ?_
  filter_upwards [self_mem_nhdsWithin] with x hx
  have hne : x ≠ 1 := hx
  have h1 : 1 - x ≠ 0 := sub_ne_zero.mpr hne.symm
  simp only [Function.comp_apply]
  rw [absorptive, log_expansion hne]
  field_simp
  ring

/-- As `x → 1` with `x ≠ 1`, the dispersive expression, the absorptive expression and the
complex crossed four-photon amplitude all tend to zero. -/
theorem spurious_poles_cancel :
    Tendsto dispersive (𝓝[≠] 1) (𝓝 0) ∧ Tendsto absorptive (𝓝[≠] 1) (𝓝 0) ∧
    Tendsto (fun x : ℝ => fourPhoton (-(x : ℂ))) (𝓝[≠] 1) (𝓝 0) := by
  have hd : Tendsto dispersive (𝓝[≠] 1) (𝓝 0) := by
    have h := dispersive_rate.mul (tendsto_one_sub.pow 2)
    rw [show (1 / 4 : ℝ) * 0 ^ 2 = 0 by norm_num] at h
    refine h.congr' ?_
    filter_upwards [self_mem_nhdsWithin] with x hx
    have hne : x ≠ 1 := hx
    exact div_mul_cancel₀ _ (pow_ne_zero 2 (sub_ne_zero.mpr hne.symm))
  have ha : Tendsto absorptive (𝓝[≠] 1) (𝓝 0) := by
    have h := absorptive_rate.mul tendsto_one_sub
    rw [mul_zero] at h
    refine h.congr' ?_
    filter_upwards [self_mem_nhdsWithin] with x hx
    have hne : x ≠ 1 := hx
    exact div_mul_cancel₀ _ (sub_ne_zero.mpr hne.symm)
  refine ⟨hd, ha, ?_⟩
  -- reassemble the complex amplitude from its two parts
  have hc : Continuous fun p : ℝ × ℝ =>
      (p.1 : ℂ) + Real.pi * (p.2 : ℂ) * Complex.I := by fun_prop
  refine ((hc.tendsto' (0, 0) 0 (by simp)).comp (hd.prodMk_nhds ha)).congr' ?_
  filter_upwards [nhdsWithin_le_nhds (lt_mem_nhds (zero_lt_one' ℝ))] with x hx
  exact (crossed_decomposition hx).symm

end

end LightByLightCrossed
```

```lean
#print axioms LightByLightCrossed.logarithmic_terms_tendsto
#print axioms LightByLightCrossed.spurious_poles_cancel
```

```
'LightByLightCrossed.logarithmic_terms_tendsto' depends on axioms: [propext, Classical.choice, Quot.sound]
'LightByLightCrossed.spurious_poles_cancel' depends on axioms: [propext, Classical.choice, Quot.sound]
```

## From the phase of the logarithm to the vanishing amplitude

`crossed_decomposition` first finds that the argument of $-x$ is $\pi$, which gives $\log(-x)=\ln x+i\pi$. The auxiliary identity `key` is the expansion of $(L+i\pi)^2+\pi^2$ inside the amplitude; `linear_combination` closes it using only $i^2=-1$.

`log_expansion` is the exact equation that defines $k$, and `tendsto_one_sub` says that $e\to0$. `logRemainder_tendsto` takes the Taylor bound from Mathlib's `Real.abs_log_sub_add_sum_range_le` with three terms kept. It then squeezes $|k-\tfrac13|$ between zero and $2|e|$, as in the estimate above.

`logarithmic_terms_tendsto` proves the separate limits $-2$ and $1$. The two rate theorems substitute the expansion of the logarithm, after which `field_simp` clears the denominators and `ring` confirms the polynomial identities for $D/e^2$ and $A/e$. `spurious_poles_cancel` multiplies the rates by $e^2$ and $e$, then reassembles the complex amplitude by continuity and the decomposition.

### Replacing a singular expression by a polynomial

The proof turns on `Tendsto.congr'`, which transfers a limit between two functions that agree eventually along a filter. Here one function is singular in form, such as $D/e^2$, and the other is a polynomial in the pair $(e,k)$. The polynomial is continuous on `ℝ × ℝ`, so its limit is its value at $(0,\tfrac13)$. The two functions need to agree only for $x\neq1$, which is exactly what the punctured neighbourhood supplies. The only limit that needs an estimate is $k\to\tfrac13$, and the rest is continuity and algebra.

### The amplitude just beside the former pole

Close to $x=1$ the rates give the leading terms

$$D\approx\frac{(1-x)^2}{4},\qquad \pi A\approx-\frac{2\pi}{3}(1-x).$$

The real part vanishes one order faster, so the amplitude becomes almost purely imaginary before it disappears.

For numerical work with this massless one-loop formula, the same terms show how the closed form loses accuracy in floating-point arithmetic. At $1-x=10^{-6}$ the real part is about $2.5\times10^{-13}$, obtained from terms close to $1$, $-2$ and $1$. Double precision then leaves about three correct digits at best, whereas the expansion has no such cancellation.
